# The SL(2,ℂ) stabiliser of a lightlike momentum maps two-to-one onto the rotations and translations of a plane

Which Lorentz transformations leave the momentum of a massless particle unchanged? Rotations about its direction of flight do, but they are not the only ones. Write a four-momentum as the matrix $p^0 + \mathbf p\cdot\boldsymbol\sigma$, with $\boldsymbol\sigma$ the Pauli matrices, and let $A\in SL(2,\mathbb C)$ act on it by $X\mapsto AXA^\dagger$. A lightlike momentum along the third axis, with energy $1/2$, is then $k=\mathrm{diag}(1,0)$. For any complex $z$,

$$\begin{pmatrix}1&z\\0&1\end{pmatrix}\begin{pmatrix}1&0\\0&0\end{pmatrix}\begin{pmatrix}1&0\\\bar z&1\end{pmatrix}=\begin{pmatrix}1&0\\0&0\end{pmatrix}.$$

Only the first column of $A$ meets $k$, so $z$ drops out. That leaves two real parameters besides the rotation angle.

## Phase, shear and the factor a²

The matrices $A\in SL(2,\mathbb C)$ with $AkA^\dagger=k$ form the little group of $k$. They are exactly

$$A=\begin{pmatrix}a&z\\0&\bar a\end{pmatrix},\qquad |a|=1 .$$

Those with $a=1$ form a normal abelian subgroup of the little group, and conjugation by any member with phase $a$ sends $z$ to $a^2z$. The map

$$M_A(w)=a^2w+az$$

is a motion of the complex plane. The assignment $A\mapsto M_A$ turns products into compositions, reaches every motion $w\mapsto uw+t$ with $|u|=1$, and gives the identity motion only for $A=\pm1$.

## Wigner phases of massless states

A code that transforms massless helicity states can pick, for each nonzero lightlike momentum matrix $P$ of positive energy, a standard transformation $L(P)$ with $L(P)\,k\,L(P)^\dagger=P$. For a Lorentz transformation $S\in SL(2,\mathbb C)$ and $P'=SPS^\dagger$, the product $W=L(P')^{-1}S\,L(P)$ fixes $k$. Its lower left entry must therefore vanish, its upper left entry must have modulus one, and its lower right entry must be the conjugate of that. The upper right entry may take any value.

For a single free massless particle of helicity $\lambda$, on whose states at $k$ the $a=1$ subgroup acts trivially, let the state at each $P$ be the state at $k$ transformed by $L(P)$, with no further normalisation factor. Then $S$ takes the state at $P$ to $a^{2\lambda}$ times the state at $P'$, with $a$ the upper left entry of $W$. Here a rotation by $\theta$ about the third axis is $\mathrm{diag}(e^{-i\theta/2},e^{i\theta/2})$. Since $M_A$ contains only $a^2$ and $az$, a code that stores only the plane motion loses the sign of $a$, and with it the sign of the factor for half-odd-integer $\lambda$. For one momentum state that sign is a global phase, but in a superposition of momenta it can become a relative one. This rule for states is standard physics quoted as context; the theorems below concern matrices.

## From the stabiliser equation to plane motions

Let $A$ have rows $(a,z)$ and $(c,d)$, with $ad-zc=1$. Then

$$AkA^\dagger=\begin{pmatrix}|a|^2&a\bar c\\c\bar a&|c|^2\end{pmatrix}.$$

This equals $k$ exactly when $|a|=1$ and $c=0$. The determinant then gives $ad=1$, so $d=\bar a a d=\bar a$.

The upper left entry of a product of two such matrices is the product of their upper left entries, so $A\mapsto a$ is a homomorphism. Its kernel, $a=1$, is normal. Multiplying two kernel elements adds their values of $z$, so they commute.

For a member with phase $a$ and upper right entry $b$,

$$\begin{pmatrix}a&b\\0&\bar a\end{pmatrix}\begin{pmatrix}1&z\\0&1\end{pmatrix}\begin{pmatrix}\bar a&-b\\0&a\end{pmatrix}
=\begin{pmatrix}1&-ab+a(az+b)\\0&1\end{pmatrix}
=\begin{pmatrix}1&a^2z\\0&1\end{pmatrix}.$$

Now let $B$ have phase $a'$ and upper right entry $z'$. The product $AB$ has phase $aa'$ and upper right entry $az'+z\bar a'$, hence

$$M_{AB}(w)=a^2a'^2w+aa'(az'+z\bar a')=a^2(a'^2w+a'z')+az=M_A(M_B(w)).$$

To obtain $w\mapsto uw+t$, take $a$ with $a^2=u$ and set $z=\bar a t$. If $M_A$ is the identity, $w=0$ gives $az=0$, so $z=0$. Then $w=1$ gives $a^2=1$, so $A=\pm1$. Conversely, both signs give the identity motion.

## The Lean development

```lean
import Mathlib

open Matrix
open scoped ComplexConjugate

namespace MasslessLittleGroup

noncomputable section

/-- The group SL(2,ℂ) of complex two-by-two matrices of determinant one. -/
abbrev SL2C := Matrix.SpecialLinearGroup (Fin 2) ℂ

/-- The matrix diag(1,0), which represents a lightlike momentum along the third axis. -/
def lightMomentum : Matrix (Fin 2) (Fin 2) ℂ := !![1, 0; 0, 0]

/-- The action of SL(2,ℂ) on momentum matrices, `X ↦ A X A†`. -/
def transform (A : SL2C) (X : Matrix (Fin 2) (Fin 2) ℂ) : Matrix (Fin 2) (Fin 2) ℂ :=
  A.1 * X * A.1ᴴ

/-- Transforming with a product is the same as transforming twice in succession. -/
theorem transform_mul (A B : SL2C) (X : Matrix (Fin 2) (Fin 2) ℂ) :
    transform (A * B) X = transform A (transform B X) := by
  change A.1 * B.1 * X * (A.1 * B.1)ᴴ = A.1 * (B.1 * X * B.1ᴴ) * A.1ᴴ
  simp only [conjTranspose_mul, Matrix.mul_assoc]

/-- The little group: all elements of SL(2,ℂ) that leave the lightlike momentum unchanged. -/
def littleGroup : Subgroup SL2C where
  carrier := {A | transform A lightMomentum = lightMomentum}
  one_mem' := by simp [transform]
  mul_mem' := by
    intro A B hA hB
    have hA' : transform A lightMomentum = lightMomentum := hA
    have hB' : transform B lightMomentum = lightMomentum := hB
    change transform (A * B) lightMomentum = lightMomentum
    rw [transform_mul, hB', hA']
  inv_mem' := by
    intro A hA
    have hA' : transform A lightMomentum = lightMomentum := hA
    change transform A⁻¹ lightMomentum = lightMomentum
    calc transform A⁻¹ lightMomentum
        = transform A⁻¹ (transform A lightMomentum) := by rw [hA']
      _ = transform (A⁻¹ * A) lightMomentum := (transform_mul _ _ _).symm
      _ = lightMomentum := by rw [inv_mul_cancel]; simp [transform]

/-- A complex number is a pure phase exactly when its product with its conjugate is one. -/
theorem mul_conj_eq_one_iff (a : ℂ) : a * conj a = 1 ↔ ‖a‖ = 1 := by
  rw [Complex.mul_conj, Complex.normSq_eq_norm_sq]
  constructor
  · intro h
    have h2 : ‖a‖ ^ 2 = 1 := by exact_mod_cast h
    exact (pow_eq_one_iff_of_nonneg (norm_nonneg a) two_ne_zero).1 h2
  · intro h
    simp [h]

/-- An element of SL(2,ℂ) fixes the lightlike momentum exactly when it is upper triangular
with diagonal entries `a` and `conj a`, where `a` is a phase. -/
theorem mem_littleGroup_iff (A : SL2C) :
    A ∈ littleGroup ↔ ∃ a z : ℂ, ‖a‖ = 1 ∧ A.1 = !![a, z; 0, conj a] := by
  constructor
  · intro h
    have h' : A.1 * !![1, 0; 0, 0] * A.1ᴴ = !![1, 0; 0, 0] := h
    -- the diagonal entries of the stabiliser equation make the upper left entry of `A` a phase
    -- and the lower left entry zero
    have h00 : A.1 0 0 * conj (A.1 0 0) = 1 := by
      simpa [Matrix.mul_apply, Fin.sum_univ_two] using congrFun (congrFun h' 0) 0
    have h10 : A.1 1 0 = 0 := by
      simpa [Matrix.mul_apply, Fin.sum_univ_two] using congrFun (congrFun h' 1) 1
    -- the determinant fixes the last entry
    have hd : A.1 0 0 * A.1 1 1 = 1 := by
      have h2 := A.2
      rw [det_fin_two, h10] at h2
      linear_combination h2
    have h11 : A.1 1 1 = conj (A.1 0 0) := by
      linear_combination conj (A.1 0 0) * hd - A.1 1 1 * h00
    refine ⟨A.1 0 0, A.1 0 1, (mul_conj_eq_one_iff _).1 h00, ?_⟩
    ext i j
    fin_cases i <;> fin_cases j <;> simp [h10, h11]
  · rintro ⟨a, z, ha, hA⟩
    have hn := (mul_conj_eq_one_iff a).2 ha
    change A.1 * lightMomentum * A.1ᴴ = lightMomentum
    rw [hA]
    ext i j
    fin_cases i <;> fin_cases j <;>
      simp [lightMomentum, Matrix.mul_apply, Fin.sum_univ_two, hn]

/-- The entries of a little-group element: the lower left one vanishes, the diagonal ones are
conjugate to each other, and the first is a phase. -/
theorem entries (A : littleGroup) :
    A.1.1 1 0 = 0 ∧ A.1.1 1 1 = conj (A.1.1 0 0) ∧ A.1.1 0 0 * conj (A.1.1 0 0) = 1 := by
  obtain ⟨a, z, ha, hA⟩ := (mem_littleGroup_iff A.1).1 A.2
  rw [hA]
  exact ⟨rfl, rfl, (mul_conj_eq_one_iff a).2 ha⟩

/-- The phase `a` of a little-group element, as a homomorphism into the complex numbers. -/
def phase : littleGroup →* ℂ where
  toFun A := A.1.1 0 0
  map_one' := by simp
  map_mul' A B := by
    change (A.1.1 * B.1.1) 0 0 = _
    rw [Matrix.mul_apply, Fin.sum_univ_two, (entries B).1]
    ring

/-- The translations: the little-group elements with phase `a = 1`. -/
def translations : Subgroup littleGroup := phase.ker

/-- The translations are exactly the matrices with unit diagonal and one free complex entry
`z` in the upper right corner. -/
theorem mem_translations_iff (A : littleGroup) :
    A ∈ translations ↔ ∃ z : ℂ, A.1.1 = !![1, z; 0, 1] := by
  constructor
  · intro h
    have h00 : A.1.1 0 0 = 1 := MonoidHom.mem_ker.1 h
    obtain ⟨h10, h11, -⟩ := entries A
    refine ⟨A.1.1 0 1, ?_⟩
    ext i j
    fin_cases i <;> fin_cases j <;> simp [h00, h10, h11]
  · rintro ⟨z, hz⟩
    have h00 : A.1.1 0 0 = 1 := by rw [hz]; rfl
    exact MonoidHom.mem_ker.2 h00

/-- The translations form a normal subgroup of the little group, and they commute with
one another. -/
theorem translations_normal_abelian :
    translations.Normal ∧ ∀ A ∈ translations, ∀ B ∈ translations, A * B = B * A := by
  refine ⟨MonoidHom.normal_ker phase, fun A hA B hB => ?_⟩
  obtain ⟨z, hz⟩ := (mem_translations_iff A).1 hA
  obtain ⟨w, hw⟩ := (mem_translations_iff B).1 hB
  apply Subtype.ext
  apply Subtype.ext
  change A.1.1 * B.1.1 = B.1.1 * A.1.1
  rw [hz, hw]
  ext i j
  fin_cases i <;> fin_cases j <;> simp [Matrix.mul_apply, Fin.sum_univ_two, add_comm]

/-- Conjugation by a little-group element with phase `a` multiplies the parameter `z` of a
translation by `a ^ 2`, whatever the upper right entry `b` of that element. -/
theorem conj_translation (A T : SL2C) {a b z : ℂ} (ha : ‖a‖ = 1)
    (hA : A.1 = !![a, b; 0, conj a]) (hT : T.1 = !![1, z; 0, 1]) :
    (A * T * A⁻¹).1 = !![1, a ^ 2 * z; 0, 1] := by
  have hn := (mul_conj_eq_one_iff a).2 ha
  have hn' : conj a * a = 1 := by rw [mul_comm]; exact hn
  -- the inverse of a matrix of determinant one is its adjugate
  change A.1 * T.1 * adjugate A.1 = _
  rw [hA, hT, adjugate_fin_two_of]
  ext i j
  fin_cases i <;> fin_cases j <;>
    simp [Matrix.mul_apply, Fin.sum_univ_two, hn, hn']
  -- only the upper right entry is left
  ring

/-- The map `w ↦ a ^ 2 * w + a * z` of the complex plane that belongs to the little-group
element with phase `a` and upper right entry `z`. -/
def planeMotion (A : littleGroup) (w : ℂ) : ℂ :=
  A.1.1 0 0 ^ 2 * w + A.1.1 0 0 * A.1.1 0 1

/-- The plane motion of a product of little-group elements is the composition of their
plane motions. -/
theorem planeMotion_mul (A B : littleGroup) (w : ℂ) :
    planeMotion (A * B) w = planeMotion A (planeMotion B w) := by
  obtain ⟨-, h11, hn⟩ := entries B
  have e00 : (A * B).1.1 0 0 = A.1.1 0 0 * B.1.1 0 0 := phase.map_mul A B
  have e01 : (A * B).1.1 0 1 = A.1.1 0 0 * B.1.1 0 1 + A.1.1 0 1 * conj (B.1.1 0 0) := by
    change (A.1.1 * B.1.1) 0 1 = _
    rw [Matrix.mul_apply, Fin.sum_univ_two, h11]
  unfold planeMotion
  rw [e00, e01]
  linear_combination A.1.1 0 0 * A.1.1 0 1 * hn

/-- Every rotation of the plane followed by a translation, `w ↦ u * w + t` with `u` a phase,
is the plane motion of some little-group element. -/
theorem planeMotion_surjective (u t : ℂ) (hu : ‖u‖ = 1) :
    ∃ A : littleGroup, ∀ w, planeMotion A w = u * w + t := by
  -- a square root of the rotation phase gives the spinor phase
  obtain ⟨a, ha⟩ := IsAlgClosed.exists_pow_nat_eq u (n := 2) (by norm_num)
  have h2 : ‖a‖ ^ 2 = 1 := by rw [← norm_pow, ha, hu]
  have h1 : ‖a‖ = 1 := (pow_eq_one_iff_of_nonneg (norm_nonneg a) two_ne_zero).1 h2
  have hn := (mul_conj_eq_one_iff a).2 h1
  have hdet : (!![a, conj a * t; 0, conj a]).det = 1 := by
    rw [det_fin_two_of]
    linear_combination hn
  refine ⟨⟨⟨_, hdet⟩, (mem_littleGroup_iff _).2 ⟨a, conj a * t, h1, rfl⟩⟩, fun w => ?_⟩
  change a ^ 2 * w + a * (conj a * t) = u * w + t
  linear_combination w * ha + t * hn

/-- A little-group element moves no point of the plane exactly when it is plus or minus the
identity matrix. -/
theorem planeMotion_trivial_iff (A : littleGroup) :
    (∀ w, planeMotion A w = w) ↔ A.1.1 = 1 ∨ A.1.1 = -1 := by
  constructor
  · intro h
    obtain ⟨h10, h11, hn⟩ := entries A
    -- the images of the points 0 and 1 determine the element up to sign
    have h0 : A.1.1 0 0 ^ 2 * 0 + A.1.1 0 0 * A.1.1 0 1 = 0 := h 0
    have h1 : A.1.1 0 0 ^ 2 * 1 + A.1.1 0 0 * A.1.1 0 1 = 1 := h 1
    have hb : A.1.1 0 1 = 0 := by
      linear_combination conj (A.1.1 0 0) * h0 - A.1.1 0 1 * hn
    have hs : (A.1.1 0 0 - 1) * (A.1.1 0 0 + 1) = 0 := by linear_combination h1 - h0
    rcases mul_eq_zero.1 hs with h2 | h2
    · have ha : A.1.1 0 0 = 1 := by linear_combination h2
      left
      ext i j
      fin_cases i <;> fin_cases j <;> simp [ha, hb, h10, h11]
    · have ha : A.1.1 0 0 = -1 := by linear_combination h2
      right
      ext i j
      fin_cases i <;> fin_cases j <;> simp [ha, hb, h10, h11]
  · rintro (h | h) w <;> simp [planeMotion, h]

end

end MasslessLittleGroup
```

```lean
#print axioms MasslessLittleGroup.translations_normal_abelian
-- 'MasslessLittleGroup.translations_normal_abelian' depends on axioms: [propext, Classical.choice, Quot.sound]
#print axioms MasslessLittleGroup.planeMotion_mul
-- 'MasslessLittleGroup.planeMotion_mul' depends on axioms: [propext, Classical.choice, Quot.sound]
#print axioms MasslessLittleGroup.planeMotion_surjective
-- 'MasslessLittleGroup.planeMotion_surjective' depends on axioms: [propext, Classical.choice, Quot.sound]
#print axioms MasslessLittleGroup.planeMotion_trivial_iff
-- 'MasslessLittleGroup.planeMotion_trivial_iff' depends on axioms: [propext, Classical.choice, Quot.sound]
```

## Reading the theorems, and their limits

`SL2C` is the group of complex $2\times2$ matrices of determinant one, `lightMomentum` is $k$, and `transform` is the action, defined on all complex matrices and not only Hermitian ones. Indices run over 0 and 1. An element `A` of `littleGroup` carries its membership proof, so its matrix is `A.1.1`, with phase `A.1.1 0 0` and $z$ at `A.1.1 0 1`. The elements of `translations` act as translations on the auxiliary plane, not on spacetime, where they are Lorentz transformations often called null rotations.

`transform_mul` makes the stabiliser a subgroup. In `mem_littleGroup_iff`, the two diagonal entries of the matrix equation give $|a|=1$ and $c=0$, and `linear_combination` combines the first with the determinant to get $d=\bar a$. The converse is checked entry by entry. `entries` packages these facts for later use.

`translations` is defined as the kernel of `phase`, so normality comes from `MonoidHom.normal_ker`; commutativity is a matrix calculation. `conj_translation` replaces the inverse by the adjugate and multiplies out. `planeMotion_mul` uses $a'\bar a'=1$ for the second factor, `planeMotion_surjective` takes its square root from the algebraic closedness of $\mathbb C$, and `planeMotion_trivial_iff` evaluates the motion at 0 and 1.

Together, the last three theorems describe the group E(2) without reflections as the little group modulo sign. They state this through products, surjectivity and kernel, not as a packaged isomorphism, and they say nothing about topology.

The step from this model to spacetime is the identification of $X\mapsto AXA^\dagger$ on Hermitian matrices with the proper orthochronous Lorentz transformations, which the development takes as its starting point. The theorems treat the one momentum $k$ and give no bound on how rounding in $W$ affects the extracted phase.
